# Absolute convergence of the Axilrod–Teller–Muto energy per atom in a crystal with one atom per lattice point

The three-body dispersion energy of an atom in a three-dimensional crystal is a sum over infinitely many pairs of other atoms, with terms of both signs, so its value could depend on the order of summation. The model here gives the pairs no order: they form a plain index set, and convergence must hold for every arrangement. For real terms this is the same as absolute convergence.

## Triangles of atoms and the energy of one site

```lean
import Mathlib

open EuclideanGeometry Filter

namespace ThreeBodyLatticeSum

noncomputable section

variable {E : Type*} [NormedAddCommGroup E] [InnerProductSpace ℝ E]
```

The space `E` is a real inner product space. Its dimension is left open for now.

```lean
/-- The Axilrod-Teller-Muto term of three distinct points `p`, `q`, `r`, in units of the
triple-dipole coefficient. -/
def atm (p q r : E) : ℝ :=
  (1 + 3 * Real.cos (∠ q p r) * Real.cos (∠ p q r) * Real.cos (∠ p r q)) /
    (dist p q * dist p r * dist q r) ^ 3
```

For points $p,q,r$ with interior angles $\theta_p,\theta_q,\theta_r$ and distances $r_{pq},r_{pr},r_{qr}$,
$$\mathrm{atm}(p,q,r)=\frac{1+3\cos\theta_p\cos\theta_q\cos\theta_r}{(r_{pq}\,r_{pr}\,r_{qr})^3}.$$
In `∠ q p r` the middle letter is the vertex.

```lean
/-- The nonzero vectors of a lattice. -/
abbrev Neighbour (L : Submodule ℤ E) := {x : L // x ≠ 0}
```

A `Submodule ℤ E` is a set $L$ of vectors closed under integer combinations. `Neighbour L` contains its nonzero vectors.

```lean
/-- The ordered pairs of distinct nonzero lattice vectors. -/
abbrev NeighbourPair (L : Submodule ℤ E) :=
  {t : L × L // t.1 ≠ 0 ∧ t.2 ≠ 0 ∧ t.1 ≠ t.2}
```

These are the ordered pairs $(x,y)$ with $x\neq0$, $y\neq0$ and $x\neq y$. In Lean, `t.1.1` is $x$ and `t.1.2` is $y$.

```lean
/-- The lattice sum of `‖x‖ ^ (-9/2)` over the nonzero lattice vectors. -/
def epsteinSum (L : Submodule ℤ E) : ℝ :=
  ∑' x : Neighbour L, ‖(x.1 : E)‖ ^ (-(9 / 2) : ℝ)
```

This is $S=\sum_{x\ne0}\|x\|^{-9/2}$, an Epstein zeta function at one fixed exponent.

```lean
/-- The three-body energy of the atom at `p` in a crystal with one atom per lattice point and
triple-dipole coefficient `C`. The factor `1/6` shares each triangle among its three atoms and
corrects for the two orderings of a pair. -/
def siteEnergy (C : ℝ) (L : Submodule ℤ E) (p : L) : ℝ :=
  C / 6 * ∑' t : NeighbourPair L, atm (p : E) (p + t.1.1) (p + t.1.2)
```

The energy of the atom at $p$ is
$$E_p=\frac{C_9}{6}\sum_{(x,y)}\mathrm{atm}(p,\,p+x,\,p+y).$$
A factor $1/2$ removes the ordering of each pair, and $1/3$ shares each triangle among its corners. The letter `C` is the usual $C_9$, the strength of the triple-dipole coupling, set by the atoms' dynamic polarisabilities. It is the same constant for all triangles, and there is no short-range damping. Lean's `∑'` returns 0 for a divergent family, so the definition needs the summability proved below.

## Bounding a single triangle

```lean
/-- The absolute value of the Axilrod-Teller-Muto term is at most four times the inverse cube of the
product of the three distances. -/
theorem abs_atm_le (p q r : E) :
    |atm p q r| ≤ 4 * (1 / (dist p q * dist p r * dist q r) ^ 3) := by
  have h := mul_le_one₀ (mul_le_one₀ (Real.abs_cos_le_one (∠ q p r)) (abs_nonneg _)
    (Real.abs_cos_le_one (∠ p q r))) (abs_nonneg _) (Real.abs_cos_le_one (∠ p r q))
  rw [← abs_mul, ← abs_mul, abs_le] at h
  have hn : |1 + 3 * Real.cos (∠ q p r) * Real.cos (∠ p q r) * Real.cos (∠ p r q)| ≤ 4 := by
    rw [abs_le]
    constructor <;> linarith [h.1, h.2]
  have hd : 0 ≤ (dist p q * dist p r * dist q r) ^ 3 := by positivity
  unfold atm
  rw [abs_div, abs_of_nonneg hd, mul_one_div]
  exact div_le_div_of_nonneg_right hn hd
```

The product of three cosines lies in $[-1,1]$, so the numerator lies in $[-2,4]$. (For the angles of a triangle the product is at most $1/8$ and the numerator at most $11/8$, but the simpler bound is enough here.) Hence
$$|\mathrm{atm}(p,q,r)|\le \frac{4}{(r_{pq}\,r_{pr}\,r_{qr})^3}.$$

```lean
/-- For positive side lengths, the inverse cube of their product is at most the mean of three
terms, each of which involves only two of the sides. -/
theorem decouple_sides {a b c : ℝ} (ha : 0 < a) (hb : 0 < b) (hc : 0 < c) :
    1 / (a * b * c) ^ 3 ≤
      (a ^ (-(9 / 2) : ℝ) * b ^ (-(9 / 2) : ℝ) + b ^ (-(9 / 2) : ℝ) * c ^ (-(9 / 2) : ℝ)
        + c ^ (-(9 / 2) : ℝ) * a ^ (-(9 / 2) : ℝ)) / 3 := by
  -- work with the powers `-3/2` of the sides
  have root : ∀ t : ℝ, 0 < t →
      ∃ A : ℝ, 0 ≤ A ∧ A ^ 2 = (t ^ 3)⁻¹ ∧ A ^ 3 = t ^ (-(9 / 2) : ℝ) := by
    intro t ht
    refine ⟨t ^ (-(3 / 2) : ℝ), Real.rpow_nonneg ht.le _, ?_, ?_⟩
    · rw [← Real.rpow_natCast (t ^ (-(3 / 2) : ℝ)) 2, ← Real.rpow_mul ht.le,
        ← Real.rpow_natCast t 3, ← Real.rpow_neg ht.le]
      congr 1
      norm_num
    · rw [← Real.rpow_natCast (t ^ (-(3 / 2) : ℝ)) 3, ← Real.rpow_mul ht.le]
      congr 1
      norm_num
  obtain ⟨A, hA, hA2, hA3⟩ := root a ha
  obtain ⟨B, hB, hB2, hB3⟩ := root b hb
  obtain ⟨D, hD, hD2, hD3⟩ := root c hc
  have e : 1 / (a * b * c) ^ 3 = A ^ 2 * B ^ 2 * D ^ 2 := by
    rw [hA2, hB2, hD2]
    simp only [one_div, mul_pow, mul_inv]
  -- arithmetic-geometric mean inequality for three numbers
  have amgm : ∀ u v w : ℝ, 0 ≤ u → 0 ≤ v → 0 ≤ w →
      3 * (u * v * w) ≤ u ^ 3 + v ^ 3 + w ^ 3 := by
    intro u v w hu hv hw
    have hs : 0 ≤ u + v + w := by positivity
    nlinarith [mul_nonneg hs (sq_nonneg (u - v)), mul_nonneg hs (sq_nonneg (v - w)),
      mul_nonneg hs (sq_nonneg (w - u))]
  have h := amgm (A * B) (B * D) (D * A) (mul_nonneg hA hB) (mul_nonneg hB hD)
    (mul_nonneg hD hA)
  rw [e, ← hA3, ← hB3, ← hD3]
  linarith
```

The three sides of a triangle are not independent, so this lemma bounds the inverse cube by products that each contain powers of only two sides. Put $A=a^{-3/2}$, $B=b^{-3/2}$, $D=c^{-3/2}$. Then
$$\frac1{(abc)^3}=A^2B^2D^2=(AB)(BD)(DA)\le\frac{(AB)^3+(BD)^3+(DA)^3}{3},$$
and $A^3=a^{-9/2}$, likewise for the others. The inequality follows from
$$u^3+v^3+w^3-3uvw=\tfrac12(u+v+w)\left[(u-v)^2+(v-w)^2+(w-u)^2\right]\ge0,$$
whose three nonnegative products are handed to `nlinarith`.

## Summing over the lattice

```lean
/-- For a discrete lattice of rank at most four in a finite-dimensional space, the sum of
`‖x‖ ^ (-9/2)` over nonzero lattice vectors converges. -/
theorem summable_epstein [FiniteDimensional ℝ E] (L : Submodule ℤ E) [DiscreteTopology L]
    (hL : Module.finrank ℤ L ≤ 4) :
    Summable fun x : Neighbour L => ‖(x.1 : E)‖ ^ (-(9 / 2) : ℝ) := by
  have h : Summable fun z : L => ‖z‖ ^ (-(9 / 2) : ℝ) := by
    apply ZLattice.summable_norm_rpow
    have h4 : (Module.finrank ℤ L : ℝ) ≤ 4 := by exact_mod_cast hL
    linarith
  exact h.comp_injective Subtype.val_injective
```

`DiscreteTopology L` says that lattice points are isolated, and `Module.finrank ℤ L` is the rank $d$. Lean assigns `finrank` 0 to a lattice of infinite rank; discreteness and the hypothesis `FiniteDimensional ℝ E` together exclude that case. For $R\ge1$, a shell $R\le\|x\|<2R$ holds at most a constant times $R^d$ lattice points, so it contributes at most a constant times $R^{d-9/2}$. Over doubling radii this is a geometric series, convergent because $d\le4<9/2$; only finitely many points lie inside the first shell. Lean takes the result from Mathlib's `ZLattice.summable_norm_rpow`.

```lean
/-- For a discrete lattice of rank at most four in a finite-dimensional space, the inverse cubes of
the products of the sides of the triangles `0, x, y`, summed over the ordered pairs `(x, y)` of
distinct nonzero lattice vectors, have a finite sum, at most the square of `epsteinSum`. -/
theorem triangle_sum [FiniteDimensional ℝ E] (L : Submodule ℤ E) [DiscreteTopology L]
    (hL : Module.finrank ℤ L ≤ 4) :
    (Summable fun t : NeighbourPair L =>
      1 / (‖(t.1.1 : E)‖ * ‖(t.1.2 : E)‖ * ‖(t.1.1 : E) - t.1.2‖) ^ 3) ∧
    ∑' t : NeighbourPair L,
      1 / (‖(t.1.1 : E)‖ * ‖(t.1.2 : E)‖ * ‖(t.1.1 : E) - t.1.2‖) ^ 3 ≤ epsteinSum L ^ 2 := by
  have hf := summable_epstein L hL
  let g : Neighbour L × Neighbour L → ℝ := fun z =>
    ‖(z.1.1 : E)‖ ^ (-(9 / 2) : ℝ) * ‖(z.2.1 : E)‖ ^ (-(9 / 2) : ℝ)
  have g0 : ∀ z, 0 ≤ g z := fun z => by positivity
  have hg : Summable g := hf.mul_of_nonneg hf
    (fun x => Real.rpow_nonneg (norm_nonneg _) _) (fun x => Real.rpow_nonneg (norm_nonneg _) _)
  have hgS : ∑' z, g z = epsteinSum L ^ 2 := by
    rw [sq]
    exact (hf.tsum_mul_tsum hf hg).symm
  -- any injective relabelling of pairs gives a convergent sum bounded by the full product
  have key : ∀ e : NeighbourPair L → Neighbour L × Neighbour L, Function.Injective e →
      (Summable fun t => g (e t)) ∧ ∑' t, g (e t) ≤ epsteinSum L ^ 2 := by
    intro e he
    have hs : Summable fun t => g (e t) := hg.comp_injective he
    refine ⟨hs, ?_⟩
    rw [← hgS]
    exact Summable.tsum_le_tsum_of_inj e he (fun z _ => g0 z) (fun _ => le_rfl) hs hg
  -- the three ways to choose two sides of the triangle
  obtain ⟨s1, b1⟩ := key (fun t => (⟨t.1.1, t.2.1⟩, ⟨t.1.2, t.2.2.1⟩)) (by
    intro s t h
    have h1 : s.1.1 = t.1.1 := congrArg (fun z : Neighbour L × Neighbour L => z.1.1) h
    have h2 : s.1.2 = t.1.2 := congrArg (fun z : Neighbour L × Neighbour L => z.2.1) h
    exact Subtype.ext (Prod.ext h1 h2))
  obtain ⟨s2, b2⟩ := key
    (fun t => (⟨t.1.2, t.2.2.1⟩, ⟨t.1.1 - t.1.2, sub_ne_zero.mpr t.2.2.2⟩)) (by
    intro s t h
    have h1 : s.1.2 = t.1.2 := congrArg (fun z : Neighbour L × Neighbour L => z.1.1) h
    have h2 : s.1.1 - s.1.2 = t.1.1 - t.1.2 :=
      congrArg (fun z : Neighbour L × Neighbour L => z.2.1) h
    rw [h1] at h2
    exact Subtype.ext (Prod.ext (sub_left_inj.mp h2) h1))
  obtain ⟨s3, b3⟩ := key
    (fun t => (⟨t.1.1 - t.1.2, sub_ne_zero.mpr t.2.2.2⟩, ⟨t.1.1, t.2.1⟩)) (by
    intro s t h
    have h1 : s.1.1 - s.1.2 = t.1.1 - t.1.2 :=
      congrArg (fun z : Neighbour L × Neighbour L => z.1.1) h
    have h2 : s.1.1 = t.1.1 := congrArg (fun z : Neighbour L × Neighbour L => z.2.1) h
    rw [h2] at h1
    exact Subtype.ext (Prod.ext h2 (sub_right_inj.mp h1)))
  have hsum := ((s1.hasSum.add s2.hasSum).add s3.hasSum).div_const 3
  have hle := fun t : NeighbourPair L => decouple_sides
    (a := ‖(t.1.1 : E)‖) (b := ‖(t.1.2 : E)‖) (c := ‖(t.1.1 : E) - t.1.2‖)
    (norm_pos_iff.mpr fun h => t.2.1 (Subtype.ext h))
    (norm_pos_iff.mpr fun h => t.2.2.1 (Subtype.ext h))
    (norm_pos_iff.mpr fun h => t.2.2.2 (Subtype.ext (sub_eq_zero.mp h)))
  have hF := Summable.of_nonneg_of_le (fun t => by positivity) hle hsum.summable
  refine ⟨hF, (hasSum_le hle hF.hasSum hsum).trans ?_⟩
  linarith
```

Apply the previous inequality with $a=\|x\|$, $b=\|y\|$, $c=\|x-y\|$. The three products on the right belong to the pairs
$$(x,y),\qquad (y,x-y),\qquad (x-y,x).$$
Each pair determines $x$ and $y$, so each map is injective, and each sum contains only terms of
$$\sum_{u\ne0}\sum_{v\ne0}\|u\|^{-9/2}\|v\|^{-9/2}=S^2,$$
none of them twice. This is the step `key`. The mean of three sums bounded by $S^2$ is bounded by $S^2$, hence
$$\sum_{(x,y)}\frac1{(\|x\|\,\|y\|\,\|x-y\|)^3}\le S^2.$$

```lean
/-- For a discrete lattice of rank at most four in a finite-dimensional space, the
Axilrod-Teller-Muto terms of the triangles `0, x, y` are absolutely summable over pairs of distinct
nonzero lattice vectors. -/
theorem summable_abs_atm [FiniteDimensional ℝ E] (L : Submodule ℤ E) [DiscreteTopology L]
    (hL : Module.finrank ℤ L ≤ 4) :
    Summable fun t : NeighbourPair L => |atm (0 : E) t.1.1 t.1.2| := by
  refine Summable.of_nonneg_of_le (fun t => abs_nonneg _) (fun t => ?_)
    ((triangle_sum L hL).1.mul_left 4)
  have h := abs_atm_le (0 : E) t.1.1 t.1.2
  rwa [dist_zero_left, dist_zero_left, dist_eq_norm] at h
```

With $p=0$, the bound on `atm` is four times a term of this convergent sum. Comparison gives absolute summability.

```lean
/-- For a full-rank lattice in three-dimensional space, the Axilrod-Teller-Muto terms of the
triangles `0, x, y` are absolutely summable over pairs of distinct nonzero lattice vectors. -/
theorem summable_abs_atm_crystal (L : Submodule ℤ (EuclideanSpace ℝ (Fin 3)))
    [DiscreteTopology L] [IsZLattice ℝ L] :
    Summable fun t : NeighbourPair L =>
      |atm (0 : EuclideanSpace ℝ (Fin 3)) t.1.1 t.1.2| := by
  apply summable_abs_atm
  rw [ZLattice.rank ℝ L, finrank_euclideanSpace_fin]
  norm_num
```

`IsZLattice` says that $L$ spans the space. A discrete lattice that spans $\mathbb R^3$ has rank 3, which is at most 4.

## The energy per atom

```lean
/-- The three-body energy of an atom, written with the atom moved to the origin: it does not
depend on the lattice site. -/
theorem siteEnergy_eq (C : ℝ) (L : Submodule ℤ E) (p : L) :
    siteEnergy C L p = C / 6 * ∑' t : NeighbourPair L, atm (0 : E) t.1.1 t.1.2 := by
  have shift : ∀ v a b c : E, atm (v + a) (v + b) (v + c) = atm a b c := by
    intro v a b c
    simp only [atm, EuclideanGeometry.angle, vsub_eq_sub, dist_eq_norm,
      add_sub_add_left_eq_sub]
  unfold siteEnergy
  congr 1
  refine tsum_congr fun t => ?_
  have h := shift (p : E) 0 t.1.1 t.1.2
  rwa [add_zero] at h
```

Distances and angles depend only on differences of positions, so $p$ can be moved to the origin. Every site has the same energy.

```lean
/-- For a discrete lattice of rank at most four in a finite-dimensional space, the partial energies
over any increasing sequence of finite sets of pairs that exhausts all pairs converge to the energy
of the atom. -/
theorem tendsto_siteEnergy [FiniteDimensional ℝ E] (C : ℝ) (L : Submodule ℤ E)
    [DiscreteTopology L] (hL : Module.finrank ℤ L ≤ 4) (p : L)
    (S : ℕ → Finset (NeighbourPair L)) (hS : Monotone S) (hex : ∀ t, ∃ n, t ∈ S n) :
    Tendsto (fun n => C / 6 * ∑ t ∈ S n, atm (0 : E) t.1.1 t.1.2) atTop
      (nhds (siteEnergy C L p)) := by
  rw [siteEnergy_eq]
  have h : Summable fun t : NeighbourPair L => atm (0 : E) t.1.1 t.1.2 :=
    (summable_abs_atm L hL).of_abs
  exact (h.hasSum.comp (tendsto_atTop_finset_of_monotone hS hex)).const_mul (C / 6)
```

Let finite sets $S_n$ of pairs (the Lean `S`, not the number $S$) grow so that each pair is included from some $n$ on. The partial energies then converge to $E_p$. For undamped triple-dipole lattice sums with one atom per lattice point, the shape of a growing cutoff thus does not affect the limit.

```lean
/-- For a discrete lattice of rank at most four in a finite-dimensional space, the three-body energy
of an atom is at most `(2/3) |C|` times the square of `epsteinSum` in absolute value. -/
theorem abs_siteEnergy_le [FiniteDimensional ℝ E] (C : ℝ) (L : Submodule ℤ E)
    [DiscreteTopology L] (hL : Module.finrank ℤ L ≤ 4) (p : L) :
    |siteEnergy C L p| ≤ 2 / 3 * |C| * epsteinSum L ^ 2 := by
  obtain ⟨hF, hS⟩ := triangle_sum L hL
  have h : |∑' t : NeighbourPair L, atm (0 : E) t.1.1 t.1.2| ≤ 4 * epsteinSum L ^ 2 := by
    have hterm : ∀ t : NeighbourPair L, ‖atm (0 : E) t.1.1 t.1.2‖ ≤
        4 * (1 / (‖(t.1.1 : E)‖ * ‖(t.1.2 : E)‖ * ‖(t.1.1 : E) - t.1.2‖) ^ 3) := by
      intro t
      have h := abs_atm_le (0 : E) t.1.1 t.1.2
      rw [dist_zero_left, dist_zero_left, dist_eq_norm] at h
      rw [Real.norm_eq_abs]
      exact h
    have hb : ‖∑' t : NeighbourPair L, atm (0 : E) t.1.1 t.1.2‖ ≤ _ :=
      tsum_of_norm_bounded (hF.hasSum.mul_left 4) hterm
    rw [Real.norm_eq_abs] at hb
    linarith
  rw [siteEnergy_eq, abs_mul, abs_div, abs_of_pos (by norm_num : (0 : ℝ) < 6)]
  have hC : 0 ≤ |C| / 6 := by positivity
  linarith [mul_le_mul_of_nonneg_left h hC]

end

end ThreeBodyLatticeSum
```

Combining the bounds,
$$|E_p|\le\frac{|C_9|}{6}\cdot4S^2=\frac23|C_9|S^2.$$

The crystal here is infinite. That the triple-dipole energy of a finite sample with its atoms kept at lattice points, divided by its number of atoms, approaches $E_p$ as the surface fraction shrinks is a further step that would need its own proof.

```lean
#print axioms ThreeBodyLatticeSum.summable_abs_atm_crystal
#print axioms ThreeBodyLatticeSum.tendsto_siteEnergy
#print axioms ThreeBodyLatticeSum.abs_siteEnergy_le
```

```
'ThreeBodyLatticeSum.summable_abs_atm_crystal' depends on axioms: [propext, Classical.choice, Quot.sound]
'ThreeBodyLatticeSum.tendsto_siteEnergy' depends on axioms: [propext, Classical.choice, Quot.sound]
'ThreeBodyLatticeSum.abs_siteEnergy_le' depends on axioms: [propext, Classical.choice, Quot.sound]
```
